# On a tree of fragments, energies minus edge overlaps give the exact total if each atom's fragments are connected and every energy term fits in a fragment

Take two overlapping fragments joined by one edge, with all energies summed from the same set of terms and no term reaching beyond a single fragment: adding the two fragment energies counts every term inside the overlap twice, and subtracting the overlap energy once corrects this. The same correction, made once per edge, works on any finite tree of fragments, provided that every energy term still fits in some fragment and that the fragments containing any given atom are connected in the tree.

In Lean 4 with Mathlib:

```lean
import Mathlib

open Finset
open scoped Classical

namespace OverlappingFragmentTree

noncomputable section

variable {V A : Type*} [Fintype V] [Fintype A]

/-- The energy of a set of atoms `S`: the sum of the terms `f T` over nonempty `T ⊆ S`. -/
def energy (f : Finset A → ℝ) (S : Finset A) : ℝ :=
  ∑ T : Finset A with T.Nonempty ∧ T ⊆ S, f T

/-- The atoms shared by the two fragments at the ends of an edge. -/
def overlap (F : V → Finset A) : Sym2 V → Finset A :=
  Sym2.lift ⟨fun u v => F u ∩ F v, fun _ _ => Finset.inter_comm _ _⟩

/-- The sum of fragment energies minus the sum of overlap energies over the edges of `G`. -/
def treeEnergy (G : SimpleGraph V) (F : V → Finset A) (f : Finset A → ℝ) : ℝ :=
  ∑ v, energy f (F v) - ∑ e ∈ G.edgeFinset, energy f (overlap F e)

/-- Energy terms of nonempty atom sets that lie in no single fragment vanish. -/
def FragmentLocal (F : V → Finset A) (f : Finset A → ℝ) : Prop :=
  ∀ T, T.Nonempty → (∀ v, ¬ T ⊆ F v) → f T = 0

/-- For each atom, any two fragments containing it are joined in `G` through fragments
containing it. -/
def AtomConnected (G : SimpleGraph V) (F : V → Finset A) : Prop :=
  ∀ a, (G.induce {v | a ∈ F v}).Preconnected

/-- The fragments that contain all atoms of `T`. -/
def hosts (F : V → Finset A) (T : Finset A) : Finset V := {v | T ⊆ F v}

/-- The edges of `G` with both ends in `W`. -/
def innerEdges (G : SimpleGraph V) (W : Finset V) : Finset (Sym2 V) :=
  {e ∈ G.edgeFinset | ∀ v ∈ e, v ∈ W}

/-- A sum of energies of atom sets counts each term `f T` with `T` nonempty once for every set
containing `T`. -/
theorem sum_energy {ι : Type*} (s : Finset ι) (S : ι → Finset A) (f : Finset A → ℝ) :
    ∑ i ∈ s, energy f (S i)
      = ∑ T : Finset A with T.Nonempty, (#{i ∈ s | T ⊆ S i} : ℝ) * f T := by
  have h : ∀ i, energy f (S i)
      = ∑ T : Finset A with T.Nonempty, if T ⊆ S i then f T else 0 := by
    intro i
    unfold energy
    rw [← Finset.sum_filter, Finset.filter_filter]
  simp_rw [h]
  rw [Finset.sum_comm]
  refine Finset.sum_congr rfl fun T _ => ?_
  rw [← Finset.sum_filter, Finset.sum_const, nsmul_eq_mul]

/-- In `treeEnergy`, each term `f T` with `T` nonempty is weighted by the number of fragments
containing `T` minus the number of edges joining two such fragments. -/
theorem treeEnergy_eq_weighted (G : SimpleGraph V) (F : V → Finset A) (f : Finset A → ℝ) :
    treeEnergy G F f = ∑ T : Finset A with T.Nonempty,
      ((#(hosts F T) : ℝ) - #(innerEdges G (hosts F T))) * f T := by
  unfold treeEnergy
  rw [sum_energy, sum_energy, ← Finset.sum_sub_distrib]
  refine Finset.sum_congr rfl fun T _ => ?_
  have h : ({e ∈ G.edgeFinset | T ⊆ overlap F e} : Finset (Sym2 V))
      = innerEdges G (hosts F T) := by
    ext e
    induction e using Sym2.ind with
    | _ x y =>
      rw [Finset.mem_filter]
      simp [innerEdges, hosts, overlap, Finset.subset_inter_iff]
  rw [h, sub_mul]
  rfl

omit [Fintype A] in
/-- On a tree, the fragments containing a given set of atoms are connected as soon as this
holds for every single atom. -/
theorem hosts_preconnected {G : SimpleGraph V} {F : V → Finset A} (hG : G.IsTree)
    (hF : AtomConnected G F) (T : Finset A) :
    (G.induce (hosts F T : Set V)).Preconnected := by
  rintro ⟨u, hu⟩ ⟨v, hv⟩
  have hu' : T ⊆ F u := by simpa [hosts] using hu
  have hv' : T ⊆ F v := by simpa [hosts] using hv
  obtain ⟨q⟩ := hG.1.preconnected u v
  have hp : ∀ x ∈ q.toPath.1.support, x ∈ (hosts F T : Set V) := by
    intro x hx
    have hT : T ⊆ F x := by
      intro a ha
      obtain ⟨r⟩ := hF a ⟨u, hu' ha⟩ ⟨v, hv' ha⟩
      let r' : G.Walk u v := r.map (SimpleGraph.Embedding.induce _).toHom
      -- the path in the tree is unique, so it runs through fragments containing `a`
      have e : q.toPath = r'.toPath := (hG.2.subsingleton_path u v).elim _ _
      rw [e] at hx
      have hx' := r'.support_toPath_subset_support hx
      have hx'' : x ∈ r.support.map
          (SimpleGraph.Embedding.induce (G := G) {v | a ∈ F v}).toHom := by
        rw [← SimpleGraph.Walk.support_map]
        exact hx'
      obtain ⟨y, _, rfl⟩ := List.mem_map.1 hx''
      exact y.2
    simpa [hosts] using hT
  exact ⟨q.toPath.1.induce _ hp⟩

/-- A nonempty connected set of vertices in a forest has one more vertex than inner edges. -/
theorem subtree_count {G : SimpleGraph V} (hG : G.IsAcyclic) {W : Finset V} (hW : W.Nonempty)
    (hc : (G.induce (W : Set V)).Preconnected) : #(innerEdges G W) + 1 = W.card := by
  have : Nonempty (W : Set V) := ⟨⟨hW.choose, hW.choose_spec⟩⟩
  have hT : (G.induce (W : Set V)).IsTree := ⟨⟨hc⟩, hG.induce _⟩
  have him : innerEdges G W
      = (G.induce (W : Set V)).edgeFinset.image (Sym2.map Subtype.val) := by
    ext e
    constructor
    · induction e using Sym2.ind with
      | _ x y =>
        intro he
        obtain ⟨hxy, hm⟩ := Finset.mem_filter.1 he
        have hadj : G.Adj x y := by simpa using hxy
        exact Finset.mem_image.2 ⟨s(⟨x, hm x (by simp)⟩, ⟨y, hm y (by simp)⟩),
          by simpa using hadj, by simp⟩
    · intro he
      obtain ⟨e', he', rfl⟩ := Finset.mem_image.1 he
      induction e' using Sym2.ind with
      | _ a b =>
        have hab : G.Adj a.1 b.1 := by simpa using he'
        have ha : a.1 ∈ W := a.2
        have hb : b.1 ∈ W := b.2
        simp [innerEdges, hab, ha, hb]
  rw [him, Finset.card_image_of_injective _ (Sym2.map.injective Subtype.val_injective),
    hT.card_edgeFinset]
  exact Fintype.card_of_subtype W (fun _ => Finset.mem_coe.symm)

/-- A nonempty set of vertices in a forest has at least one more vertex than inner edges, and
at least two more if it is disconnected. -/
theorem forest_count {G : SimpleGraph V} (hG : G.IsAcyclic) (W : Finset V) (hW : W.Nonempty) :
    #(innerEdges G W) + 1 ≤ W.card ∧
      (¬ (G.induce (W : Set V)).Preconnected → #(innerEdges G W) + 2 ≤ W.card) := by
  induction W using Finset.strongInduction with
  | H W ih =>
    have hd : ¬ (G.induce (W : Set V)).Preconnected → #(innerEdges G W) + 2 ≤ W.card := by
      intro hc
      unfold SimpleGraph.Preconnected at hc
      simp only [not_forall] at hc
      obtain ⟨u, v, huv⟩ := hc
      -- split off the component `C` of `u`
      obtain ⟨C, hC⟩ : ∃ C : Finset V, ∀ w, w ∈ C ↔
          ∃ h : w ∈ (W : Set V), (G.induce (W : Set V)).Reachable u ⟨w, h⟩ :=
        ⟨Finset.univ.filter (fun w => ∃ h : w ∈ (W : Set V),
          (G.induce (W : Set V)).Reachable u ⟨w, h⟩),
          fun w => by simp only [Finset.mem_filter, Finset.mem_univ, true_and]⟩
      have huC : u.1 ∈ C := (hC _).2 ⟨u.2, SimpleGraph.Reachable.refl _⟩
      have hvC : v.1 ∉ C := fun h => huv ((hC _).1 h).choose_spec
      have hCW : C ⊆ W := fun w hw => ((hC w).1 hw).choose
      have hsplit : innerEdges G W ⊆ innerEdges G C ∪ innerEdges G (W \ C) := by
        intro e he
        induction e using Sym2.ind with
        | _ x y =>
          obtain ⟨hxy, hm⟩ := Finset.mem_filter.1 he
          have hx : x ∈ W := hm x (by simp)
          have hy : y ∈ W := hm y (by simp)
          have hadj : G.Adj x y := by simpa using hxy
          have hH : (G.induce (W : Set V)).Adj ⟨x, hx⟩ ⟨y, hy⟩ := by simpa using hadj
          have hiff : x ∈ C ↔ y ∈ C := by
            rw [hC, hC]
            exact ⟨fun ⟨_, r⟩ => ⟨hy, r.trans hH.reachable⟩,
              fun ⟨_, r⟩ => ⟨hx, r.trans hH.symm.reachable⟩⟩
          by_cases h : x ∈ C
          · exact Finset.mem_union_left _
              (Finset.mem_filter.2 ⟨hxy, by simp [h, hiff.1 h]⟩)
          · have h' : y ∉ C := fun k => h (hiff.2 k)
            exact Finset.mem_union_right _
              (Finset.mem_filter.2 ⟨hxy, by simp [h, h', hx, hy]⟩)
      have h1 := (ih C ⟨hCW, fun h => hvC (h v.2)⟩ ⟨u.1, huC⟩).1
      have h2 := (ih (W \ C) (Finset.sdiff_ssubset hCW ⟨u.1, huC⟩)
        ⟨v.1, Finset.mem_sdiff.2 ⟨v.2, hvC⟩⟩).1
      have h3 := Finset.card_sdiff_add_card_eq_card hCW
      have h4 := (Finset.card_le_card hsplit).trans (Finset.card_union_le _ _)
      omega
    refine ⟨?_, hd⟩
    by_cases hc : (G.induce (W : Set V)).Preconnected
    · exact (subtree_count hG hW hc).le
    · have := hd hc
      omega

/-- For fragments on a tree with every atom's fragments connected, and energy terms confined
to fragments, the total energy is the sum of fragment energies minus the sum of overlap
energies over the tree edges. -/
theorem total_energy_eq_treeEnergy {G : SimpleGraph V} {F : V → Finset A} {f : Finset A → ℝ}
    (hG : G.IsTree) (hF : AtomConnected G F) (hf : FragmentLocal F f) :
    energy f Finset.univ = treeEnergy G F f := by
  have hu : energy f Finset.univ = ∑ T : Finset A with T.Nonempty, f T := by simp [energy]
  rw [hu, treeEnergy_eq_weighted]
  refine Finset.sum_congr rfl fun T hT => ?_
  by_cases h : (hosts F T).Nonempty
  · -- vertices minus edges of a subtree is one
    have hc : (#(innerEdges G (hosts F T)) : ℝ) + 1 = #(hosts F T) := by
      exact_mod_cast subtree_count hG.2 h (hosts_preconnected hG hF T)
    rw [← hc]
    ring
  · have h0 : f T = 0 := hf T (Finset.mem_filter.1 hT).2
      fun v hv => h ⟨v, by simp [hosts, hv]⟩
    rw [h0, mul_zero]

/-- Conversely, if the tree formula gives the total energy for all energy terms confined to
fragments, then every atom's fragments are connected in the tree. -/
theorem atomConnected_of_exact {G : SimpleGraph V} {F : V → Finset A} (hG : G.IsTree)
    (h : ∀ f, FragmentLocal F f → energy f Finset.univ = treeEnergy G F f) :
    AtomConnected G F := by
  intro a
  by_contra hc
  have hset : {v | a ∈ F v} = (hosts F {a} : Set V) := by
    ext v
    simp [hosts]
  rw [hset] at hc
  have hne : (hosts F {a}).Nonempty := by
    by_contra hn
    exact hc fun u => absurd ⟨u.1, u.2⟩ hn
  -- test the formula on a single one-atom term
  have hl : FragmentLocal F (fun T => if T = {a} then (1 : ℝ) else 0) := by
    intro T _ hT
    refine if_neg ?_
    rintro rfl
    obtain ⟨v, hv⟩ := hne
    exact hT v (Finset.mem_filter.1 hv).2
  have key := h _ hl
  have hu : energy (fun T => if T = {a} then (1 : ℝ) else 0) Finset.univ
      = ∑ T : Finset A with T.Nonempty, if T = {a} then (1 : ℝ) else 0 := by
    unfold energy
    simp only [Finset.subset_univ, and_true]
  rw [hu, treeEnergy_eq_weighted] at key
  simp only [mul_ite, mul_one, mul_zero, Finset.sum_ite_eq', Finset.mem_filter,
    Finset.mem_univ, true_and, Finset.singleton_nonempty, if_true] at key
  have h2 : (#(innerEdges G (hosts F {a})) : ℝ) + 2 ≤ #(hosts F {a}) := by
    exact_mod_cast (forest_count hG.2 _ hne).2 hc
  linarith

/-- Three two-atom fragments along a chain of four atoms, neighbours sharing one atom. -/
def chain (v : Fin 3) : Finset (Fin 4) := {v.castSucc, v.succ}

/-- The chain of three fragments on a path meets the hypotheses of the tree formula, with
`f T` the number of fragments containing `T`. -/
theorem chain_witness : (SimpleGraph.pathGraph 3).IsTree ∧
    AtomConnected (SimpleGraph.pathGraph 3) chain ∧
    FragmentLocal chain (fun T => (#(hosts chain T) : ℝ)) := by
  refine ⟨?_, ?_, ?_⟩
  · have he : (SimpleGraph.pathGraph 3).edgeSet = {s(0, 1), s(1, 2)} := by
      ext e
      induction e using Sym2.ind with
      | _ x y => fin_cases x <;> fin_cases y <;> simp [SimpleGraph.pathGraph_adj]
    refine SimpleGraph.isTree_iff_connected_and_card.2
      ⟨SimpleGraph.pathGraph_connected 2, ?_⟩
    rw [he, Nat.card_coe_set_eq, Set.ncard_pair (by simp)]
    simp
  · rintro a ⟨u, hu⟩ ⟨v, hv⟩
    by_cases huv : u = v
    · subst huv
      exact SimpleGraph.Reachable.refl _
    · -- two different fragments sharing an atom are neighbours
      have hadj : (SimpleGraph.pathGraph 3).Adj u v := by
        rw [SimpleGraph.pathGraph_adj]
        simp only [chain, Set.mem_ofPred_eq, Finset.mem_insert, Finset.mem_singleton,
          Fin.ext_iff, Fin.val_castSucc, Fin.val_succ] at hu hv huv
        omega
      exact SimpleGraph.Adj.reachable (by simpa using hadj)
  · intro T _ hT
    simp [hosts, hT]

end

end OverlappingFragmentTree
```

```lean
#print axioms OverlappingFragmentTree.total_energy_eq_treeEnergy
#print axioms OverlappingFragmentTree.atomConnected_of_exact
```

```
'OverlappingFragmentTree.total_energy_eq_treeEnergy' depends on axioms: [propext, Classical.choice, Quot.sound]
'OverlappingFragmentTree.atomConnected_of_exact' depends on axioms: [propext, Classical.choice, Quot.sound]
```

## Energies built from terms on sets of atoms

Let $A$ be a finite set of atoms and $f(T)$ a real energy term for each set $T\subseteq A$. The energy of a set of atoms $S$ is

$$E(S)=\sum_{\emptyset\neq T\subseteq S} f(T),$$

which is `energy f S`; the total energy is $E(A)$, written `energy f Finset.univ`. One-atom sets carry atomic energies, pairs carry pair interactions, and larger sets carry many-body terms.

A finite tree $G$ has a fragment $F_v\subseteq A$ at each vertex $v$. The quantity `treeEnergy G F f` is

$$E_{\text{tree}}=\sum_v E(F_v)-\sum_{\{u,v\}\in G}E(F_u\cap F_v),$$

where the second sum runs over the edges of $G$, not over all pairs of fragments.

There are two conditions besides `G.IsTree`. `FragmentLocal F f` says that $f(T)=0$ for every nonempty $T$ that lies in no fragment. Physically, it neglects every interaction among atoms that no single fragment holds together; it is assumed here, not derived from a Hamiltonian. `AtomConnected G F` says that any two fragments containing an atom $a$ are linked in $G$ through fragments that also contain $a$. It uses `Preconnected`, which an empty set of vertices satisfies, so an atom may belong to no fragment; locality then removes all its terms.

Under these conditions `total_energy_eq_treeEnergy` states $E(A)=E_{\text{tree}}$. Conversely, `atomConnected_of_exact` states that if, on a given tree, the formula holds for every local $f$, then each atom's fragments are connected. For one particular $f$ it may hold by accident.

For fragment methods in electronic structure, this identifies when, on a given tree of fragments, edge overlaps alone remove all double counting, within a model where the fragments, the overlaps and the whole system share the same terms $f$. Capping atoms at cut bonds and embedding fields that differ between fragments are not covered.

## Each term is counted once

For a nonempty $T$, let $H_T=\{v: T\subseteq F_v\}$ be the set of fragments that contain it (`hosts F T`), and let $m(W)$ be the number of edges with both ends in a vertex set $W$ (the size of `innerEdges G W`). Since $T\subseteq F_u\cap F_v$ exactly when both $u$ and $v$ lie in $H_T$, exchanging the order of summation gives

$$E_{\text{tree}}=\sum_{T\neq\emptyset}\bigl(|H_T|-m(H_T)\bigr)f(T).$$

The lemma `sum_energy` performs the exchange, and `treeEnergy_eq_weighted` applies it to both sums and identifies the edges.

Next, $H_T$ is connected. Take $u,v\in H_T$ and let $P$ be the unique path between them in the tree. For each atom $a\in T$, some walk from $u$ to $v$ stays within fragments containing $a$. Removing its detours leaves a path, which must be $P$. Every fragment on $P$ therefore contains $a$, and since this holds for all $a\in T$, the path stays in $H_T$. In `hosts_preconnected`, `toPath` removes the detours and `subsingleton_path` supplies the uniqueness.

If $H_T$ is nonempty, it is thus itself a tree. Choose a root: every other vertex has exactly one edge leading towards it, and this accounts for every edge once. Hence $m(H_T)=|H_T|-1$, and the weight of $f(T)$ is one. The lemma `subtree_count` obtains this by matching the inner edges with those of the induced graph and using Mathlib's edge count for trees. If $H_T$ is empty, locality gives $f(T)=0$. The main theorem makes this case distinction term by term, and the sum becomes

$$E_{\text{tree}}=\sum_{T\neq\emptyset}f(T)=E(A).$$

## A disconnected atom is counted too often

Suppose that the fragments containing an atom $a$ are not connected. On a path of three fragments, for instance, $a$ may lie in the two end fragments but not in the middle one. Its atomic energy is then added twice and never subtracted.

In general, let $W=H_{\{a\}}$, which is nonempty because it is disconnected. Split off one connected component $C$. No edge runs between $C$ and $W\setminus C$, and each part, being a nonempty piece of a forest, has at least one more vertex than inner edges. Therefore

$$m(W)=m(C)+m(W\setminus C)\le(|C|-1)+(|W\setminus C|-1)=|W|-2.$$

The lemma `forest_count` proves both bounds together by strong induction on the vertex set: the smaller parts supply the bound with one, and `omega` combines the counts.

Now set $f(\{a\})=1$ and all other terms to zero. This $f$ is local, since some fragment contains $a$. The total energy is $1$, but the tree formula gives $|W|-m(W)\ge 2$. This contradiction proves the converse.

## One fragment, disjoint fragments and a chain

With a single fragment there are no edges, and the formula reads $E(A)=E(F)$: locality has removed every term that is not inside $F$. With two disjoint fragments the overlap is empty and has zero energy, so the total is the sum of the two fragment energies, as size consistency requires for non-interacting parts.

The definition `chain` places the fragments $\{0,1\}$, $\{1,2\}$ and $\{2,3\}$ on a path, and `chain_witness` verifies all three hypotheses with $f(T)=|H_T|$. Connectivity holds because two different fragments that share an atom are neighbours. The atomic terms are $1,2,2,1$ and each pair inside a fragment contributes $1$, so the total is $9$. The fragment energies are $4,5,4$ and the two overlap energies are $2,2$, giving $13-4=9$.
